# A continuously differentiable filling with integer band counts is a line s + tφ with integer s and t

One way to label a gap in a Hofstadter-type calculation is to count the bands below it at a few rational fluxes and read an integer slope from the filling plotted against flux. That slope is then used for the whole flux interval in which the gap stays open.

The setting is a two-dimensional crystal of non-interacting electrons in a magnetic field, with \(\varphi\) flux quanta through each unit cell. At \(\varphi=p/q\) in lowest terms the magnetic unit cell consists of \(q\) ordinary cells. If \(r\) magnetic bands lie below the gap, the filling is \(n=r/q\) electrons per ordinary cell. Streda's formula identifies \(dn/d\varphi\), at fixed chemical potential in the gap, with the Hall conductance in units of \(e^2/h\), up to a sign convention.

For a filling that is continuously differentiable on an open flux interval, integer band counts at the rational fluxes give
\[
n(\varphi)=s+t\varphi,\qquad \frac{dn}{d\varphi}=t,
\]
with the same integers \(s,t\) throughout the interval. Here \(n\) is any real function with these properties. No Hamiltonian enters, and reading \(t\) as a Hall conductance still requires Streda's formula.

```lean
import Mathlib

open Set Filter Topology

namespace StredaQuantization
```

## Whole bands at every rational flux

`IntegerFilling n a b` says that \(q\,n(p/q)\) is an integer for every fraction \(p/q\) in \((a,b)\) with \(q>0\). Unreduced fractions are included, but they add nothing: multiplying \(q\) by \(k\) multiplies the integer by \(k\). Physically, a whole number of magnetic bands is filled, each contributing one electron per magnetic cell.

```lean
/-- Integer band filling on the flux window `(a, b)`: at every flux `p/q` in the window with
`q > 0`, the filling `n` per unit cell gives an integer number `q n(p/q)` of filled bands. -/
def IntegerFilling (n : ℝ → ℝ) (a b : ℝ) : Prop :=
  ∀ p q : ℤ, 0 < q → (p / q : ℝ) ∈ Ioo a b → ∃ r : ℤ, (q : ℝ) * n (p / q) = r
```

The condition first enters through pairs of fluxes with \(Pq-pQ=1\) and positive denominators. Such fluxes differ by the reciprocal of the product of their denominators:
\[
\frac PQ-\frac pq=\frac{Pq-pQ}{qQ}=\frac1{qQ}.
\]

```lean
/-- Two fluxes `p/q` and `P/Q` with positive denominators and `P q - p Q = 1` differ by
`1/(q Q)`. -/
theorem farey_gap {p q P Q : ℤ} (hq : 0 < q) (hQ : 0 < Q) (hdet : P * q - p * Q = 1) :
    (P / Q : ℝ) = p / q + ((q : ℝ) * Q)⁻¹ := by
  have hq' : (q : ℝ) ≠ 0 := by exact_mod_cast hq.ne'
  have hQ' : (Q : ℝ) ≠ 0 := by exact_mod_cast hQ.ne'
  have hR : (P : ℝ) * q - p * Q = 1 := by exact_mod_cast hdet
  field_simp
  linear_combination hR
```

Write \(n(p/q)=r/q\) and \(n(P/Q)=R/Q\) with integers \(r,R\). Then
\[
n(P/Q)-n(p/q)=\frac{Rq-rQ}{qQ},
\]
so the secant slope is the integer \(Rq-rQ\). `farey_slope` states this as a product, with the change in filling equal to an integer times the change in flux. Its proof supplies exactly `R * q - r * Q`.

```lean
/-- Under integer filling, the secant slope of the filling between two fluxes `p/q` and `P/Q` of
the window, with positive denominators and `P q - p Q = 1`, is an integer. -/
theorem farey_slope {n : ℝ → ℝ} {a b : ℝ} (h : IntegerFilling n a b) {p q P Q : ℤ}
    (hq : 0 < q) (hQ : 0 < Q) (hx : (p / q : ℝ) ∈ Ioo a b) (hX : (P / Q : ℝ) ∈ Ioo a b)
    (hdet : P * q - p * Q = 1) :
    ∃ t : ℤ, n (P / Q) - n (p / q) = t * ((P / Q : ℝ) - p / q) := by
  have hq' : (q : ℝ) ≠ 0 := by exact_mod_cast hq.ne'
  have hQ' : (Q : ℝ) ≠ 0 := by exact_mod_cast hQ.ne'
  obtain ⟨r, hr⟩ := h p q hq hx
  obtain ⟨R, hR⟩ := h P Q hQ hX
  have e1 : n (p / q) = r / q := eq_div_of_mul_eq hq' (by linear_combination hr)
  have e2 : n (P / Q) = R / Q := eq_div_of_mul_eq hQ' (by linear_combination hR)
  have e3 : (P / Q : ℝ) - p / q = ((q : ℝ) * Q)⁻¹ := by
    rw [farey_gap hq hQ hdet, add_sub_cancel_left]
  refine ⟨R * q - r * Q, ?_⟩
  rw [e1, e2, e3, div_sub_div _ _ hQ' hq']
  push_cast
  ring
```

In a calculation this gives the slope from two band counts. Suppose one band is filled at \(\varphi=1/3\). The count alone allows \((s,t)=(0,1)\), \((1,-2)\) and others. The flux \(2/5\) is a suitable partner, since \(2\cdot3-1\cdot5=1\). If the same gap has two bands below it there, then \(t=2\cdot3-1\cdot5=1\) and \(s=0\). If it has one, then \(t=1\cdot3-1\cdot5=-2\) and \(s=1\). Both readings assume that the gap satisfies the hypotheses on an interval containing the two fluxes.

Without integer filling, the slope can be any real number. The smooth function \(n=\varphi/3\), the filling of a Laughlin-type state at one third of a Landau level, has slope \(1/3\). It gives \(q\,n(p/q)=p/3\), which is not always an integer.

## A slope that varies continuously with flux

`ContDiffOn ℝ 1 n (Ioo a b)` says that \(n\) has a continuous derivative on the open interval. Physically, the number of electrons per cell below the gap changes smoothly with the field, without jumps or kinks. This is assumed, not derived from a spectrum.

Differentiability is used first, at a rational flux \(p/q\) in lowest terms. Bézout's identity gives integers \(c,e\) with \(cp+eq=1\). For natural numbers \(k\), set
\[
P_k=kp+e,\qquad Q_k=kq-c.
\]
Then \(P_kq-pQ_k=eq+cp=1\). For large \(k\) the denominator \(Q_k\) is positive, and \(P_k/Q_k=p/q+1/(qQ_k)\) lies in the interval and tends to \(p/q\). The secant slopes are integers and converge to \(n'(p/q)\). A convergent sequence of integers has an integer limit, so \(n'(p/q)\) is an integer.

In the Lean proof, `hD` gives the growth of \(Q_k\), and `h3` says that the neighbours approach \(p/q\) without being equal to it. The derivative is then a limit of slopes in the closed set of integers, by `mem_of_tendsto`. This lemma needs a derivative only at the one flux.

```lean
/-- Under integer filling, the Streda slope at a flux `p/q` of the window in lowest terms, where
the filling is differentiable, is an integer. -/
theorem slope_at_rational_flux {n : ℝ → ℝ} {a b d : ℝ} (h : IntegerFilling n a b) {p q : ℤ}
    (hq : 0 < q) (hpq : IsCoprime p q) (hx : (p / q : ℝ) ∈ Ioo a b)
    (hd : HasDerivAt n d (p / q : ℝ)) : ∃ t : ℤ, (t : ℝ) = d := by
  have hqR : (0 : ℝ) < q := by exact_mod_cast hq
  obtain ⟨c, e, hce⟩ := hpq
  -- the neighbours (k p + e) / (k q - c) have growing denominators
  have hD : Tendsto (fun k : ℕ => (((k : ℤ) * q - c : ℤ) : ℝ)) atTop atTop := by
    have h0 := tendsto_atTop_add_const_right atTop (-(c : ℝ))
      ((tendsto_natCast_atTop_atTop (R := ℝ)).atTop_mul_const hqR)
    refine h0.congr fun k => ?_
    push_cast
    ring
  have h0 : Tendsto (fun k : ℕ => ((q : ℝ) * (((k : ℤ) * q - c : ℤ) : ℝ))⁻¹) atTop (𝓝 0) :=
    tendsto_inv_atTop_zero.comp (hD.const_mul_atTop hqR)
  have h1 : Tendsto (fun k : ℕ => (p / q : ℝ) + ((q : ℝ) * (((k : ℤ) * q - c : ℤ) : ℝ))⁻¹)
      atTop (𝓝 (p / q : ℝ)) := by
    have h2 := h0.const_add (p / q : ℝ)
    rwa [add_zero] at h2
  have h3 : Tendsto (fun k : ℕ => (p / q : ℝ) + ((q : ℝ) * (((k : ℤ) * q - c : ℤ) : ℝ))⁻¹)
      atTop (𝓝[≠] (p / q : ℝ)) := by
    refine tendsto_nhdsWithin_iff.2 ⟨h1, ?_⟩
    filter_upwards [hD.eventually_gt_atTop 0] with k hk
    have hne := inv_ne_zero (mul_pos hqR hk).ne'
    exact mem_compl_singleton_iff.2 fun hEq => hne (add_eq_left.1 hEq)
  -- a limit of integer secant slopes is an integer
  refine Int.isClosedEmbedding_coe_real.isClosed_range.mem_of_tendsto
    ((hasDerivAt_iff_tendsto_slope.1 hd).comp h3) ?_
  filter_upwards [hD.eventually_gt_atTop 0, h1 (Ioo_mem_nhds hx.1 hx.2)] with k hk hkS
  have hQ : 0 < (k : ℤ) * q - c := Int.cast_pos.1 hk
  have hdet : ((k : ℤ) * p + e) * q - p * ((k : ℤ) * q - c) = 1 := by
    linear_combination hce
  have hg := farey_gap hq hQ hdet
  obtain ⟨t, ht⟩ := farey_slope h hq hQ hx (by rw [hg]; exact hkS) hdet
  rw [hg] at ht
  refine ⟨t, ?_⟩
  simp only [Function.comp_apply, slope_def_field]
  refine eq_div_of_mul_eq ?_ ht.symm
  rw [add_sub_cancel_left]
  exact inv_ne_zero (mul_pos hqR hk).ne'
```

Continuity of the derivative carries the result to irrational fluxes. If \(n'(y)\) were not an integer, \(n'\) would be non-integer on a whole neighbourhood of \(y\), because the non-integers form an open set. That neighbourhood contains a rational flux, where the slope has just been shown to be an integer. The Lean proof is the same contradiction, with the rational `x` written as `x.num` over `x.den` in lowest terms.

```lean
/-- For a continuously differentiable filling with integer band filling, the Streda slope is an
integer at every flux of the window, rational or not. -/
theorem slope_integer {n : ℝ → ℝ} {a b : ℝ} (hn : ContDiffOn ℝ 1 n (Ioo a b))
    (h : IntegerFilling n a b) {y : ℝ} (hy : y ∈ Ioo a b) : ∃ t : ℤ, (t : ℝ) = deriv n y := by
  have hS : Ioo a b ∈ 𝓝 y := Ioo_mem_nhds hy.1 hy.2
  have hc : ContinuousAt (deriv n) y :=
    (hn.continuousOn_deriv_of_isOpen isOpen_Ioo (by simp)).continuousAt hS
  by_contra hcon
  -- a non-integer slope would persist at a nearby rational flux
  have hU : (range (Int.cast : ℤ → ℝ))ᶜ ∈ 𝓝 (deriv n y) :=
    Int.isClosedEmbedding_coe_real.isClosed_range.isOpen_compl.mem_nhds hcon
  obtain ⟨z, ⟨hz, hzS⟩, x, rfl⟩ :=
    mem_closure_iff_nhds.1 (Rat.denseRange_cast (𝕜 := ℝ) y) _ (inter_mem (hc hU) hS)
  have hxe : (x : ℝ) = (x.num : ℝ) / ((x.den : ℤ) : ℝ) := by
    rw [Int.cast_natCast]
    exact Rat.cast_def x
  have hd : HasDerivAt n (deriv n (x : ℝ)) (x : ℝ) :=
    ((hn.differentiableOn (by simp)).differentiableAt
      (Ioo_mem_nhds hzS.1 hzS.2)).hasDerivAt
  exact hz (slope_at_rational_flux h (p := x.num) (q := (x.den : ℤ))
    (by exact_mod_cast Nat.pos_of_ne_zero x.den_nz)
    (Int.isCoprime_iff_gcd_eq_one.2 x.reduced)
    (by rw [← hxe]; exact hzS) (by rw [← hxe]; exact hd))
```

## One unbroken flux interval

The hypothesis `a < b` makes the flux window nonempty, and `Ioo a b` makes it a single open interval. Physically, one gap is followed through a continuous range of fields.

Connectedness keeps the slope from changing. If \(n'\) took integer values \(i<j\) at two fluxes, the intermediate value theorem would give a flux with slope \(i+\tfrac12\), which is not an integer. Hence \(n'=t\) everywhere. The function \(n-t\varphi\) has zero derivative, so it is a constant, again called \(c\) in the code but unrelated to the Bézout coefficient.

The length of the interval makes \(c\) an integer. If \(q(b-a)>1\), put \(p=\lfloor aq\rfloor+1\). Then
\[
aq<p\le aq+1<bq,
\]
so \(p/q\) lies in the interval, and \(qc=q\,n(p/q)-tp\) is an integer. Choose a natural number \(N>1/(b-a)\). Both \(Nc\) and \((N+1)c\) are integers, and so is their difference \(c=s\).

The theorem below places `∃ s t : ℤ` before `∀ φ ∈ Ioo a b`, so one pair of integers serves every flux. In its proof, `hle` compares the slopes at any two points in both orders, which makes them equal; `omega` rejects the half-integer value as a parity contradiction. A mean-value bound with constant `C=0` shows that \(n-t\varphi\) is constant. The step `hqc` is the floor argument, and `m' - m` is the integer \(s\).

```lean
/-- Quantized Streda slope: a continuously differentiable filling with integer band filling on a
nonempty open flux window is `n(φ) = s + t φ` with fixed integers `s` and `t`, and its slope
`dn/dφ` is `t`. -/
theorem streda_quantization {n : ℝ → ℝ} {a b : ℝ} (hab : a < b)
    (hn : ContDiffOn ℝ 1 n (Ioo a b)) (h : IntegerFilling n a b) :
    ∃ s t : ℤ, ∀ φ ∈ Ioo a b, n φ = s + t * φ ∧ deriv n φ = t := by
  have hc := hn.continuousOn_deriv_of_isOpen isOpen_Ioo (by simp)
  -- a continuous integer slope cannot jump
  have hle : ∀ x ∈ Ioo a b, ∀ y ∈ Ioo a b, deriv n y ≤ deriv n x := by
    intro x hx y hy
    by_contra hlt
    obtain ⟨i, hi⟩ := slope_integer hn h hx
    obtain ⟨j, hj⟩ := slope_integer hn h hy
    rw [← hi, ← hj, not_le] at hlt
    have hij : (i : ℝ) + 1 ≤ j := by exact_mod_cast Int.cast_lt.1 hlt
    obtain ⟨z, hz, hze⟩ := isPreconnected_Ioo.intermediate_value hx hy hc
      (show (i : ℝ) + 1 / 2 ∈ Icc (deriv n x) (deriv n y) from
        ⟨by linarith, by linarith⟩)
    obtain ⟨m, hm⟩ := slope_integer hn h hz
    have h2 : (2 : ℝ) * m = 2 * i + 1 := by linarith
    have h3 : 2 * m = 2 * i + 1 := by exact_mod_cast h2
    omega
  have hmid : (a + b) / 2 ∈ Ioo a b := ⟨by linarith, by linarith⟩
  obtain ⟨t, ht⟩ := slope_integer hn h hmid
  have hder : ∀ x ∈ Ioo a b, deriv n x = t := fun x hx => by
    rw [ht]
    exact le_antisymm (hle _ hmid x hx) (hle x hx _ hmid)
  -- hence n(φ) - t φ is a constant c
  obtain ⟨c, hcn⟩ : ∃ c : ℝ, ∀ x ∈ Ioo a b, n x = c + t * x := by
    refine ⟨n ((a + b) / 2) - t * ((a + b) / 2), fun x hx => ?_⟩
    have hd : ∀ z ∈ Ioo a b,
        HasDerivWithinAt (fun y => n y - t * y) ((fun _ => (0 : ℝ)) z) (Ioo a b) z := by
      intro z hz
      have h1 := ((hn.differentiableOn (by simp)).differentiableAt
        (Ioo_mem_nhds hz.1 hz.2)).hasDerivAt
      rw [hder z hz] at h1
      exact ((h1.fun_sub ((hasDerivAt_id' z).const_mul (t : ℝ))).congr_deriv
        (by ring)).hasDerivWithinAt
    have h2 := (convex_Ioo a b).norm_image_sub_le_of_norm_hasDerivWithin_le
      (C := 0) hd (fun z _ => by simp) hmid hx
    rw [zero_mul] at h2
    have h3 := norm_le_zero_iff.1 h2
    linarith
  -- every large denominator q occurs in the window, so q c is an integer
  have hqc : ∀ q : ℤ, 0 < q → 1 < (q : ℝ) * (b - a) → ∃ m : ℤ, (q : ℝ) * c = m := by
    intro q hq hlarge
    have hqR : (0 : ℝ) < q := by exact_mod_cast hq
    have hf1 := Int.lt_floor_add_one (a * q)
    have hf2 := Int.floor_le (a * q)
    have hmem : (((⌊a * q⌋ + 1 : ℤ) : ℝ) / q) ∈ Ioo a b := by
      constructor
      · rw [lt_div_iff₀ hqR]
        push_cast
        exact hf1
      · rw [div_lt_iff₀ hqR]
        push_cast
        linarith
    obtain ⟨r, hr⟩ := h _ q hq hmem
    rw [hcn _ hmem, mul_add, mul_left_comm, mul_div_cancel₀ _ hqR.ne'] at hr
    refine ⟨r - t * (⌊a * q⌋ + 1), ?_⟩
    push_cast at hr ⊢
    linarith
  obtain ⟨N, hN⟩ := exists_nat_gt (1 / (b - a))
  have hba : 0 < b - a := sub_pos.2 hab
  have hN0 : (0 : ℝ) < N := (one_div_pos.2 hba).trans hN
  have hN1 : 1 < (N : ℝ) * (b - a) := (div_lt_iff₀ hba).1 hN
  have hNpos : (0 : ℤ) < N := by exact_mod_cast hN0
  obtain ⟨m, hm⟩ := hqc N hNpos (by rw [Int.cast_natCast]; exact hN1)
  obtain ⟨m', hm'⟩ := hqc (N + 1) (by omega) (by push_cast; linarith)
  -- two consecutive denominators make c itself an integer
  refine ⟨m' - m, t, fun φ hφ => ⟨?_, hder φ hφ⟩⟩
  rw [hcn φ hφ]
  push_cast at hm hm' ⊢
  linarith
```

If \(a\ge b\), the window is empty and the conclusion holds vacuously, so `a < b` serves to give the statement content. Connectedness does more: on two separate intervals, the two pieces may have different integers.

The simplest case is a window containing \(\varphi=0\). There \(q=1\), and \(s=n(0)\) is the number of filled bands at zero field. If also \(t=0\), the filling does not depend on flux at all.

## Integer lines, and a kink at half flux

Every integer line satisfies the band-counting condition, since
\[
q\left(s+t\frac pq\right)=qs+pt.
\]
With \(r\) filled bands, this is the Diophantine relation \(r=qs+pt\) for gap labels. The Lean proof supplies `q * s + t * p` as the integer.

```lean
/-- Conversely, every line `s + t φ` with integer `s` and `t` has integer band filling on every
flux window. -/
theorem integerFilling_line (s t : ℤ) (a b : ℝ) :
    IntegerFilling (fun φ => s + t * φ) a b := by
  intro p q hq _
  have hq' : (q : ℝ) ≠ 0 := by exact_mod_cast hq.ne'
  refine ⟨q * s + t * p, ?_⟩
  push_cast
  rw [mul_add, mul_left_comm, mul_div_cancel₀ _ hq']
```

The filling \(|2\varphi-1|\) on \((0,1)\) shows that continuity alone is too weak an assumption. It joins a line of slope \(-2\) to one of slope \(2\) at \(\varphi=1/2\), as a record might if it passed from one gap to another. At \(p/q\) it gives the integer \(q\,|2p/q-1|=|2p-q|\).

It is not a line, even with real coefficients. A line's value at \(1/2\) would be the mean of its values at \(1/4\) and \(3/4\), but here that mean is \(1/2\) and the value is \(0\). Lean compares the same three points, using that the value at \(1/2\) is \(0\), the value at \(1/4\) is nonnegative and the value at \(3/4\) is at least \(1/2\). The example leaves open the case of a filling that is differentiable at every flux but has a discontinuous derivative.

```lean
/-- Continuity alone is not enough: the filling `|2φ - 1|` is continuous and has integer band
filling on `(0, 1)`, but is not of the form `s + t φ` there, even with real `s` and `t`. -/
theorem kink_counterexample :
    Continuous (fun φ : ℝ => |2 * φ - 1|) ∧ IntegerFilling (fun φ => |2 * φ - 1|) 0 1 ∧
      ¬ ∃ s t : ℝ, ∀ φ ∈ Ioo (0 : ℝ) 1, |2 * φ - 1| = s + t * φ := by
  refine ⟨by fun_prop, ?_, ?_⟩
  · intro p q hq _
    have hqR : (0 : ℝ) < q := by exact_mod_cast hq
    have e : (q : ℝ) * (2 * (p / q) - 1) = 2 * p - q := by
      rw [mul_sub, mul_left_comm, mul_div_cancel₀ _ hqR.ne', mul_one]
    refine ⟨|2 * p - q|, ?_⟩
    push_cast
    rw [← e, abs_mul, abs_of_pos hqR]
  · rintro ⟨s, t, hst⟩
    -- compare the midpoint with the two quarter points
    have h1 := hst (1 / 4) ⟨by norm_num, by norm_num⟩
    have h2 := hst (1 / 2) ⟨by norm_num, by norm_num⟩
    have h3 := hst (3 / 4) ⟨by norm_num, by norm_num⟩
    have z : |2 * (1 / 2 : ℝ) - 1| = 0 := by norm_num
    have p1 := abs_nonneg (2 * (1 / 4 : ℝ) - 1)
    have p3 := le_abs_self (2 * (3 / 4 : ℝ) - 1)
    rw [z] at h2
    rw [h1] at p1
    rw [h3] at p3
    linarith

end StredaQuantization
```

```lean
#print axioms StredaQuantization.streda_quantization
-- 'StredaQuantization.streda_quantization' depends on axioms: [propext, Classical.choice, Quot.sound]
#print axioms StredaQuantization.integerFilling_line
-- 'StredaQuantization.integerFilling_line' depends on axioms: [propext, Classical.choice, Quot.sound]
#print axioms StredaQuantization.kink_counterexample
-- 'StredaQuantization.kink_counterexample' depends on axioms: [propext, Classical.choice, Quot.sound]
```
